# The Legendre polynomial Pₙ has degree at most n

Legendre polynomials in cos θ give the polar-angle dependence of orbital angular momentum states with magnetic quantum number zero. Here they are real polynomials, without the factor that would normalise the states, defined by P₀ = 1, P₁ = X and Bonnet's three-term recurrence. The declaration states that, for every natural number n, Pₙ has degree at most n and Pₙ₊₁ has degree at most n + 1; it does not claim that these bounds are attained. The proof is by induction on n, carrying both bounds because the recurrence reaches back two steps. The step bounds the degree of each of the recurrence's two terms, with arbitrary real coefficients, and hence that of their difference.

As first written in Lean, the proof fails:

```lean
import Mathlib

open Polynomial

namespace LegendreStiffness

noncomputable section

/-- The real Legendre polynomials, defined by Bonnet's three-term recurrence. -/
def legendre : ℕ → ℝ[X]
  | 0 => 1
  | 1 => X
  | n + 2 => C ((2 * (n : ℝ) + 3) / ((n : ℝ) + 2)) * X * legendre (n + 1)
      - C (((n : ℝ) + 1) / ((n : ℝ) + 2)) * legendre n

/-- The Legendre polynomials of index n and n + 1 have degree at most n and n + 1. -/
theorem natDegree_le (n : ℕ) :
    (legendre n).natDegree ≤ n ∧ (legendre (n + 1)).natDegree ≤ n + 1 := by
  induction n with
  | zero => simp [legendre]
  | succ n ih =>
    have key : ∀ a b : ℝ,
        (C a * X * legendre (n + 1) - C b * legendre n).natDegree ≤ n + 2 := by
      intro a b
      have h1 := natDegree_mul_le (p := C a * X) (q := legendre (n + 1))
      have h2 := natDegree_C_mul_X_le a
      have h3 := natDegree_C_mul_le b (legendre n)
      exact (natDegree_sub_le _ _).trans (max_le (by omega) (by omega))
    exact ⟨ih.2, key _ _⟩

end

end LegendreStiffness
```

The compiler's answer:

```
Main.lean:26:17: error(lean.unknownIdentifier): Unknown identifier `natDegree_C_mul_X_le`
```

The message says that Lean finds nothing called `natDegree_C_mul_X_le`. The file opens the `Polynomial` namespace, so the short name would also have reached a lemma of that name there, but none is available. The fact wanted is true: a constant times `X` has degree at most 1, even when the constant is zero. Only the name fails.

The repair states this bound explicitly as the type of `h2` and proves it from two lemmas that do exist. `natDegree_C_mul_le a X` says that multiplying `X` by the constant `a` does not raise its degree, and `natDegree_X.le` says that the degree of `X` is at most 1; `.trans` chains the two inequalities. With `h2` in place, `omega` can combine it with `h1` and the induction hypothesis to bound the first term's degree by `n + 2`. The rest of the proof is unchanged.

This version goes through:

```diff
@@ -24,5 +24,6 @@
       intro a b
       have h1 := natDegree_mul_le (p := C a * X) (q := legendre (n + 1))
-      have h2 := natDegree_C_mul_X_le a
+      have h2 : (C a * X : ℝ[X]).natDegree ≤ 1 :=
+        (natDegree_C_mul_le a X).trans natDegree_X.le
       have h3 := natDegree_C_mul_le b (legendre n)
       exact (natDegree_sub_le _ _).trans (max_le (by omega) (by omega))
```
